# Free-particle Hopf-Lax evolutions compose by adding their durations

Let $g$ be a real function, bounded below, on a real inner-product space $E$. For $t>0$ define

$$(S_tg)(x)=\inf_{y\in E}\left[g(y)+\frac{\|x-y\|^2}{2t}\right].$$

Then $S_s(S_tg)=S_{s+t}g$ for all $s,t>0$.

## The action of a broken path

A free particle of unit mass going from $y$ to $x$ at constant velocity in time $t$ has action $\|x-y\|^2/(2t)$. Thus $S_tg(x)$ is the infimum of the total cost of arriving at $x$, where $g(y)$ is the cost of starting at $y$.

Let the particle go from $y$ to $z$ in time $t$, then to $x$ in time $s$. Put $b=z-y$ and $a=x-z$. The velocity jump at $z$ enters through

$$\frac{st}{2(s+t)}\left\|\frac bt-\frac as\right\|^2=\frac{1}{2(s+t)}\left[\frac st\|b\|^2+\frac ts\|a\|^2-2\langle a,b\rangle\right].$$

Adding $\|a+b\|^2/(2(s+t))$ cancels the inner product and leaves

$$\frac{\|b\|^2}{2t}+\frac{\|a\|^2}{2s}=\frac{\|x-y\|^2}{2(s+t)}+\frac{st}{2(s+t)}\left\|\frac bt-\frac as\right\|^2.$$

The broken path therefore costs at least as much as the direct one. Equality holds at $z_*=y+\frac{t}{s+t}(x-y)$, where both velocities are $(x-y)/(s+t)$.

## Two inequalities give the composition law

For any $y$, inserting $z_*$ gives

$$S_s(S_tg)(x)\le S_tg(z_*)+\frac{\|x-z_*\|^2}{2s}\le g(y)+\frac{\|x-y\|^2}{2(s+t)}.$$

The infimum over $y$ yields $S_s(S_tg)\le S_{s+t}g$. Conversely, for all $y,z$,

$$S_{s+t}g(x)\le g(y)+\frac{\|z-y\|^2}{2t}+\frac{\|x-z\|^2}{2s}.$$

Taking the infimum over $y$, then over $z$, gives the other inequality.

## Slicing, short times and harmonic data

By induction, for $g$ bounded below, $n+1$ successive evolutions of duration $t$ equal one of duration $(n+1)t$.

If $g$ is continuous at $x$, then $S_tg(x)\to g(x)$ as $t\to0^+$. Choosing $y=x$ gives $S_tg(x)\le g(x)$. Let $m$ be a lower bound of $g$ and $\varepsilon>0$, and choose $\delta>0$ with $|g(y)-g(x)|<\varepsilon/2$ whenever $\|x-y\|<\delta$. Such $y$ cost at least $g(x)-\varepsilon/2$. For the others, once $t<\delta^2/(2(|g(x)-m|+1))$, the cost is at least $m+|g(x)-m|+1>g(x)$.

For $k>0$ and a centre $c\in E$, the function $\frac k2\|y-c\|^2$ is a free action of duration $1/k$ from $c$. Minimising over the intermediate point $y$ gives

$$\frac{\|x-c\|^2}{2(t+1/k)}=\frac12\,\frac{k}{1+kt}\|x-c\|^2.$$

## What the Lean statement covers

`hopfLax t g x` is $S_tg(x)$, and `BddBelow (Set.range g)` says that the starting cost has a finite floor. This excludes $g(y)=\langle p,y\rangle$ with $p\neq0$, although the infimum defining $S_tg(x)$ is finite for such $g$. `hopfLax_comp` equates functions on all of `E`, which may be infinite-dimensional and need not be complete.

The straight-path action is built into the definition, and no Hamilton-Jacobi equation is derived. In quantum mechanics, the same splitting of the action appears in the exponent of the time-sliced free-particle propagator; the theorem treats the infimum of the classical cost, not the integral over intermediate points.

## Without a lower bound

On $\mathbb R$, take $g(y)=-1-y^2/2$ and $s=t=1$. Lean's real infimum is $0$ for a set unbounded below, so `hopfLax 1 g` is $-1$ at the origin and $0$ elsewhere. Evolving again gives $-1$ at the origin, whereas `hopfLax 2 g` is $0$ there.

With values in the extended reals, both sides would be $-\infty$ and the law would need no lower bound, at the price of extended-real arithmetic.

## The Lean file

```lean
import Mathlib

open Filter Topology

namespace HopfLaxComposition

noncomputable section

variable {E : Type*} [NormedAddCommGroup E] [InnerProductSpace ℝ E]

/-- The Hopf-Lax evolution of an initial function `g` over time `t`: the infimum over starting
points `y` of `g y` plus the action of a free particle of unit mass going from `y` to `x`. -/
def hopfLax (t : ℝ) (g : E → ℝ) (x : E) : ℝ :=
  ⨅ y, (g y + ‖x - y‖ ^ 2 / (2 * t))

/-- The action of a path from `y` to `z` in time `t` and on to `x` in time `s` is the direct
action from `y` to `x` plus a multiple of the squared velocity jump at `z`. -/
theorem action_split {s t : ℝ} (hs : 0 < s) (ht : 0 < t) (x y z : E) :
    ‖z - y‖ ^ 2 / (2 * t) + ‖x - z‖ ^ 2 / (2 * s) =
      ‖x - y‖ ^ 2 / (2 * (s + t)) +
        s * t / (2 * (s + t)) * ‖t⁻¹ • (z - y) - s⁻¹ • (x - z)‖ ^ 2 := by
  have key : ∀ a b : E, ‖b‖ ^ 2 / (2 * t) + ‖a‖ ^ 2 / (2 * s) =
      ‖a + b‖ ^ 2 / (2 * (s + t)) +
        s * t / (2 * (s + t)) * ‖t⁻¹ • b - s⁻¹ • a‖ ^ 2 := by
    intro a b
    have hst : s + t ≠ 0 := by positivity
    rw [norm_add_sq_real, norm_sub_sq_real, real_inner_smul_left, real_inner_smul_right,
      real_inner_comm a b]
    simp only [norm_smul, mul_pow, Real.norm_eq_abs, sq_abs]
    field_simp
    ring
  have h := key (x - z) (z - y)
  rwa [sub_add_sub_cancel] at h

/-- The direct free-particle action from `y` to `x` in time `s + t` is the attained minimum, over
the intermediate point `z`, of the sum of the actions of the two legs. -/
theorem action_isLeast {s t : ℝ} (hs : 0 < s) (ht : 0 < t) (x y : E) :
    IsLeast (Set.range fun z : E => ‖z - y‖ ^ 2 / (2 * t) + ‖x - z‖ ^ 2 / (2 * s))
      (‖x - y‖ ^ 2 / (2 * (s + t))) := by
  have hst : s + t ≠ 0 := by positivity
  constructor
  · -- the optimal intermediate point lies on the straight line, at time `t`
    refine ⟨y + (t / (s + t)) • (x - y), ?_⟩
    have h1 : y + (t / (s + t)) • (x - y) - y = (t / (s + t)) • (x - y) := by abel
    have hc : s / (s + t) = 1 - t / (s + t) := by
      rw [eq_sub_iff_add_eq, ← add_div, div_self hst]
    have h2 : x - (y + (t / (s + t)) • (x - y)) = (s / (s + t)) • (x - y) := by
      rw [hc]; module
    simp only [h1, h2, norm_smul, mul_pow, Real.norm_eq_abs, sq_abs]
    field_simp
    ring
  · rintro _ ⟨z, rfl⟩
    simp only [action_split hs ht x y z]
    exact le_add_of_nonneg_right (by positivity)

omit [InnerProductSpace ℝ E] in
/-- For `g` bounded below, the evolved function at `x` is at most `g y` plus the free-particle
action from `y` to `x`, for any given point `y`. -/
theorem hopfLax_le {t : ℝ} (ht : 0 < t) {g : E → ℝ} (hg : BddBelow (Set.range g)) (x y : E) :
    hopfLax t g x ≤ g y + ‖x - y‖ ^ 2 / (2 * t) := by
  obtain ⟨m, hm⟩ := hg
  refine ciInf_le (f := fun y => g y + ‖x - y‖ ^ 2 / (2 * t)) ⟨m, ?_⟩ y
  rintro _ ⟨z, rfl⟩
  have h1 : m ≤ g z := hm (Set.mem_range_self z)
  have h2 : 0 ≤ ‖x - z‖ ^ 2 / (2 * t) := by positivity
  change m ≤ g z + ‖x - z‖ ^ 2 / (2 * t)
  linarith

omit [InnerProductSpace ℝ E] in
/-- The Hopf-Lax evolution keeps a function bounded below. -/
theorem hopfLax_bddBelow {t : ℝ} (ht : 0 < t) {g : E → ℝ} (hg : BddBelow (Set.range g)) :
    BddBelow (Set.range (hopfLax t g)) := by
  obtain ⟨m, hm⟩ := hg
  refine ⟨m, ?_⟩
  rintro _ ⟨x, rfl⟩
  refine le_ciInf fun y => ?_
  have h1 : m ≤ g y := hm (Set.mem_range_self y)
  have h2 : 0 ≤ ‖x - y‖ ^ 2 / (2 * t) := by positivity
  linarith

/-- Composition of actions: evolving a function bounded below for time `t` and then for time `s`
is the same as evolving it once for time `s + t`. -/
theorem hopfLax_comp {s t : ℝ} (hs : 0 < s) (ht : 0 < t) {g : E → ℝ}
    (hg : BddBelow (Set.range g)) :
    hopfLax s (hopfLax t g) = hopfLax (s + t) g := by
  funext x
  apply le_antisymm
  · -- break the direct path from `y` to `x` at its optimal intermediate point
    refine le_ciInf fun y => ?_
    obtain ⟨z, hz⟩ := (action_isLeast hs ht x y).1
    have hz' : ‖z - y‖ ^ 2 / (2 * t) + ‖x - z‖ ^ 2 / (2 * s) =
      ‖x - y‖ ^ 2 / (2 * (s + t)) := hz
    have h1 := hopfLax_le hs (hopfLax_bddBelow ht hg) x z
    have h2 := hopfLax_le ht hg z y
    linarith
  · -- every broken path costs at least as much as the direct one
    refine le_ciInf fun z => ?_
    have h : hopfLax (s + t) g x - ‖x - z‖ ^ 2 / (2 * s) ≤ hopfLax t g z := by
      refine le_ciInf fun y => ?_
      have h1 := hopfLax_le (add_pos hs ht) hg x y
      have h2 : ‖x - y‖ ^ 2 / (2 * (s + t)) ≤
          ‖z - y‖ ^ 2 / (2 * t) + ‖x - z‖ ^ 2 / (2 * s) :=
        (action_isLeast hs ht x y).2 (Set.mem_range_self z)
      linarith
    linarith

/-- Time slicing: `n + 1` successive evolutions of duration `t` equal one evolution of duration
`(n + 1) t`. -/
theorem hopfLax_iterate {t : ℝ} (ht : 0 < t) {g : E → ℝ} (hg : BddBelow (Set.range g)) (n : ℕ) :
    (hopfLax t)^[n + 1] g = hopfLax (((n : ℝ) + 1) * t) g := by
  induction n with
  | zero => simp
  | succ n ih =>
    rw [Function.iterate_succ_apply', ih, hopfLax_comp ht (by positivity) hg]
    congr 1
    push_cast
    ring

omit [InnerProductSpace ℝ E] in
/-- As the duration tends to zero from above, the evolved function at `x` tends to `g x`, for `g`
bounded below and continuous at `x`. -/
theorem hopfLax_tendsto_initial {g : E → ℝ} (hg : BddBelow (Set.range g)) {x : E}
    (hx : ContinuousAt g x) :
    Tendsto (fun t => hopfLax t g x) (𝓝[>] 0) (𝓝 (g x)) := by
  obtain ⟨m, hm⟩ := id hg
  rw [Metric.tendsto_nhdsWithin_nhds]
  intro ε hε
  obtain ⟨δ, hδ, hclose⟩ := Metric.continuousAt_iff.1 hx (ε / 2) (half_pos hε)
  have hC : 0 < |g x - m| + 1 := by positivity
  refine ⟨δ ^ 2 / (2 * (|g x - m| + 1)), by positivity, ?_⟩
  intro t ht htδ
  have ht0 : 0 < t := ht
  rw [Real.dist_eq, sub_zero, abs_of_pos ht0, lt_div_iff₀ (by positivity)] at htδ
  have hup : hopfLax t g x ≤ g x := by simpa using hopfLax_le ht0 hg x x
  have hlow : g x - ε / 2 ≤ hopfLax t g x := by
    refine le_ciInf fun y => ?_
    by_cases hy : dist y x < δ
    · -- nearby starting points: continuity of `g`
      have h1 := hclose hy
      rw [Real.dist_eq] at h1
      have h2 := (abs_lt.1 h1).1
      have h3 : 0 ≤ ‖x - y‖ ^ 2 / (2 * t) := by positivity
      linarith
    · -- distant starting points: the action is too large
      have hd : δ ≤ ‖x - y‖ := by
        rw [← dist_eq_norm, dist_comm]
        exact not_lt.1 hy
      have h1 : δ ^ 2 ≤ ‖x - y‖ ^ 2 := pow_le_pow_left₀ hδ.le hd 2
      have h2 : |g x - m| + 1 ≤ ‖x - y‖ ^ 2 / (2 * t) := by
        rw [le_div_iff₀ (by positivity)]
        linarith
      have h3 : m ≤ g y := hm (Set.mem_range_self y)
      have h4 := le_abs_self (g x - m)
      linarith
  rw [Real.dist_eq, abs_lt]
  constructor <;> linarith

/-- A harmonic initial function of stiffness `k` centred at `c` evolves into a harmonic function
with the same centre and stiffness `k / (1 + k t)`. -/
theorem hopfLax_harmonic {k t : ℝ} (hk : 0 < k) (ht : 0 < t) (c x : E) :
    hopfLax t (fun y => k / 2 * ‖y - c‖ ^ 2) x = k / (1 + k * t) / 2 * ‖x - c‖ ^ 2 := by
  -- the harmonic function is a free action of duration `1 / k` from the centre
  have e : (fun y : E => k / 2 * ‖y - c‖ ^ 2) = fun y => ‖y - c‖ ^ 2 / (2 * k⁻¹) := by
    funext y
    field_simp
  have e2 : t + k⁻¹ = (1 + k * t) / k := by
    field_simp
    ring
  have hkt : 1 + k * t ≠ 0 := by positivity
  rw [e]
  calc hopfLax t (fun y => ‖y - c‖ ^ 2 / (2 * k⁻¹)) x
      = ‖x - c‖ ^ 2 / (2 * (t + k⁻¹)) := (action_isLeast ht (inv_pos.2 hk) x c).csInf_eq
    _ = k / (1 + k * t) / 2 * ‖x - c‖ ^ 2 := by
        rw [e2]
        field_simp

end

end HopfLaxComposition
```

```lean
#print axioms HopfLaxComposition.hopfLax_iterate
-- 'HopfLaxComposition.hopfLax_iterate' depends on axioms: [propext, Classical.choice, Quot.sound]
#print axioms HopfLaxComposition.hopfLax_tendsto_initial
-- 'HopfLaxComposition.hopfLax_tendsto_initial' depends on axioms: [propext, Classical.choice, Quot.sound]
#print axioms HopfLaxComposition.hopfLax_harmonic
-- 'HopfLaxComposition.hopfLax_harmonic' depends on axioms: [propext, Classical.choice, Quot.sound]
```

## How the proof follows the derivation

`action_split` expands the squared norms, and `field_simp` and `ring` match the coefficients. `action_isLeast` supplies $z_*$ for attainment and uses the nonnegative jump term for the lower bound.

`hopfLax_le` bounds the infimum by the total cost, $g(y)$ plus the action, for any chosen start $y$; `hopfLax_bddBelow` shows that a lower bound of $g$ also bounds $S_tg$, so the second evolution is a genuine infimum too. In `hopfLax_comp`, `le_antisymm` separates the two inequalities, `le_ciInf` reduces each to arbitrary points, and `linarith` adds the estimates.

`hopfLax_iterate` applies this law at each induction step. `hopfLax_tendsto_initial` splits near from distant starts with `by_cases`, and `hopfLax_harmonic` reads its value from `action_isLeast`.
